# Total preparation energy is nonnegative, and zero only for a constant potential if one fragment has connected nonpositive hopping

Suppose that the total energy needed to deform fragments into their states inside a molecule could be negative. Part of the binding would then be credited to the deformation itself. Suppose also that this energy could vanish in a varying potential. A zero would then not show that the fragments feel no force. For one-particle fragments on finitely many sites, the first never happens, and one suitable fragment is enough to exclude the second.

## The claim and its derivation

Let \(H_a\) be real symmetric fragment Hamiltonians on common sites, \(E(H)\) the lowest eigenvalue of \(H\), and \(v\) a potential shared by all fragments. Let \(\psi_a\) be a unit ground state of \(H_a+\operatorname{diag}v\). The preparation energy of fragment \(a\) is \(\langle\psi_a,H_a\psi_a\rangle-E(H_a)\). The claim is

\[
\sum_a\langle\psi_a,H_a\psi_a\rangle\ \ge\ \sum_a E(H_a).
\]

If at least one \(H_a\) has nonpositive off-diagonal entries and a connected pattern of nonzero entries, equality holds exactly when \(v\) is constant.

**Minimal energy.** The energy is continuous on the compact unit sphere, so some unit \(\psi\) minimises it. Put \(\varepsilon=\langle\psi,H\psi\rangle\). By scaling, \(\langle\varphi,H\varphi\rangle\ge\varepsilon\langle\varphi,\varphi\rangle\) for every \(\varphi\). Take \(\varphi=\psi+tr\) with \(r=H\psi-\varepsilon\psi\). Since \(H\) is symmetric and \(\langle r,H\psi\rangle-\varepsilon\langle r,\psi\rangle=\langle r,r\rangle\), this becomes

\[
0\le 2t\langle r,r\rangle+t^2\big(\langle r,Hr\rangle-\varepsilon\langle r,r\rangle\big)\quad\text{for all real }t.
\]

The linear term must vanish, so \(r=0\) and \(H\psi=\varepsilon\psi\). Any other eigenvalue \(e\), with eigenvector \(\varphi\), satisfies \(e\langle\varphi,\varphi\rangle\ge\varepsilon\langle\varphi,\varphi\rangle\), so \(\varepsilon=E(H)\). Each preparation energy is therefore nonnegative, and summing gives the inequality.

**Constant potential.** Let \(m\le v_i\le M\), let \(\varphi\) be a unit ground state of \(H\) and \(\psi\) one of \(H+\operatorname{diag}v\). Minimality of \(\psi\) gives

\[
\langle\psi,H\psi\rangle-E(H)\le\sum_i v_i(\varphi_i^2-\psi_i^2)\le M-m.
\]

For constant \(v\) the right side is zero.

**No zeros.** Let \(\psi\) be a ground state of an \(H\) with connected nonpositive hopping. For \(k\ne l\), \(H_{kl}|\psi_k||\psi_l|\le H_{kl}\psi_k\psi_l\), while diagonal terms are unchanged. Hence \(|\psi|\) is also a minimiser, and \(H|\psi|=E(H)|\psi|\). If \(\psi_k=0\), then \(\sum_jH_{kj}|\psi_j|=0\) with every term nonpositive, so each term vanishes and \(\psi_l=0\) wherever \(H_{kl}\ne0\). Along chains of nonzero entries the zero reaches every site, which contradicts the unit norm.

**Equality.** If the sums agree, every preparation energy is zero. For the connected fragment \(a\), \(\psi_a\) then minimises the energy of \(H_a\), so \(H_a\psi_a=E(H_a)\psi_a\). Subtracting this from the eigenvalue equation with the potential gives

\[
v_i\,\psi_a(i)=\big[E(H_a+\operatorname{diag}v)-E(H_a)\big]\psi_a(i),
\]

and division by \(\psi_a(i)\ne0\) makes \(v\) constant.

## Fragments and ground states in Lean

The type `n` is the set of sites and `ι` the set of fragments, both finite.

```lean
import Mathlib

open Matrix

namespace PartitionPreparationEnergy

variable {n ι : Type*} [Fintype n] [Fintype ι]
```

States are real vectors `n → ℝ`, and the energy is the quadratic form.

```lean
/-- The quadratic form of `H` at the real vector `ψ`; for symmetric `H` and a unit vector `ψ` it is
the energy expectation value. -/
def energy (H : Matrix n n ℝ) (ψ : n → ℝ) : ℝ := ψ ⬝ᵥ H *ᵥ ψ
```

The ground energy is defined through eigenvalues; that it is an attained minimum is proved below.

```lean
/-- The infimum of the real eigenvalues of `H`; the domain of use is real symmetric `H` on a
nonempty set of sites. -/
noncomputable def groundEnergy (H : Matrix n n ℝ) : ℝ :=
  sInf {e | ∃ φ : n → ℝ, φ ≠ 0 ∧ H *ᵥ φ = e • φ}
```

A ground state is normalised and may belong to a degenerate level.

```lean
/-- A ground state is a unit eigenvector whose eigenvalue is the ground energy. -/
def IsGroundState (H : Matrix n n ℝ) (ψ : n → ℝ) : Prop :=
  ψ ⬝ᵥ ψ = 1 ∧ H *ᵥ ψ = groundEnergy H • ψ
```

The next structure holds the hypothesis on hopping. Nonpositive off-diagonal entries arise, for example, from the second-order finite-difference kinetic energy. Connectivity means that every site can be reached from every other through a chain of nonzero hoppings; a single site satisfies it trivially.

```lean
/-- Off-diagonal matrix elements are nonpositive, and any two sites are joined by a chain of
nonzero matrix elements. -/
structure IsConnectedHopping (H : Matrix n n ℝ) : Prop where
  nonpos : ∀ i j, i ≠ j → H i j ≤ 0
  connected : ∀ i j, Relation.ReflTransGen (fun k l => H k l ≠ 0) i j
```

## Minimisers are eigenvectors

The scaling step normalises `φ` by a factor `c`.

```lean
/-- A lower bound on the energy of all unit vectors bounds the energy of every vector, in
proportion to its squared norm. -/
theorem energy_lower_bound {H : Matrix n n ℝ} {m : ℝ}
    (hm : ∀ φ : n → ℝ, φ ⬝ᵥ φ = 1 → m ≤ energy H φ) (φ : n → ℝ) :
    m * (φ ⬝ᵥ φ) ≤ energy H φ := by
  by_cases h0 : φ = 0
  · simp [h0, energy]
  have hnn : 0 ≤ φ ⬝ᵥ φ := Finset.sum_nonneg fun i _ => mul_self_nonneg (φ i)
  have hs : 0 < φ ⬝ᵥ φ := lt_of_le_of_ne hnn fun h => h0 (dotProduct_self_eq_zero.1 h.symm)
  -- normalise the vector
  obtain ⟨c, hc⟩ : ∃ c : ℝ, c * c * (φ ⬝ᵥ φ) = 1 :=
    ⟨(Real.sqrt (φ ⬝ᵥ φ))⁻¹, by
      rw [← mul_inv, Real.mul_self_sqrt hs.le, inv_mul_cancel₀ hs.ne']⟩
  have h := hm (c • φ) (by
    rw [smul_dotProduct, dotProduct_smul, smul_eq_mul, smul_eq_mul, ← mul_assoc]; exact hc)
  have he : energy H (c • φ) = c * c * energy H φ := by
    simp only [energy, Matrix.mulVec_smul, smul_dotProduct, dotProduct_smul, smul_eq_mul]
    ring
  rw [he] at h
  calc m * (φ ⬝ᵥ φ) ≤ c * c * energy H φ * (φ ⬝ᵥ φ) := mul_le_mul_of_nonneg_right h hs.le
    _ = energy H φ := by linear_combination energy H φ * hc
```

The variation along the residual `r` follows, with `e1` and `e2` expanding the energy and the squared norm.

```lean
/-- For symmetric `H`, a unit vector of minimal energy among unit vectors is an eigenvector,
with its energy as eigenvalue. -/
theorem eigenvector_of_minimal_energy {H : Matrix n n ℝ} (hH : H.IsSymm) {ψ : n → ℝ}
    (hψ : ψ ⬝ᵥ ψ = 1) (hmin : ∀ φ : n → ℝ, φ ⬝ᵥ φ = 1 → energy H ψ ≤ energy H φ) :
    H *ᵥ ψ = energy H ψ • ψ := by
  -- vary the state in the direction of its residual `r`
  obtain ⟨r, hr⟩ : ∃ r, r = H *ᵥ ψ - energy H ψ • ψ := ⟨_, rfl⟩
  have hrr : r ⬝ᵥ H *ᵥ ψ - energy H ψ * (r ⬝ᵥ ψ) = r ⬝ᵥ r := by
    have h : r ⬝ᵥ r = r ⬝ᵥ (H *ᵥ ψ - energy H ψ • ψ) := congrArg (fun x => r ⬝ᵥ x) hr
    rw [h, dotProduct_sub, dotProduct_smul, smul_eq_mul]
  have hsym : ψ ⬝ᵥ H *ᵥ r = r ⬝ᵥ H *ᵥ ψ := by
    have h := Matrix.vecMul_transpose H ψ
    rw [hH.eq] at h
    rw [Matrix.dotProduct_mulVec, h, dotProduct_comm]
  have quad : ∀ t : ℝ, 0 ≤ (energy H r - energy H ψ * (r ⬝ᵥ r)) * (t * t)
      + (2 * (r ⬝ᵥ r)) * t + 0 := by
    intro t
    have h := energy_lower_bound hmin (ψ + t • r)
    have e1 : energy H (ψ + t • r)
        = energy H ψ + 2 * t * (r ⬝ᵥ H *ᵥ ψ) + t * t * energy H r := by
      simp only [energy, Matrix.mulVec_add, Matrix.mulVec_smul, add_dotProduct, dotProduct_add,
        smul_dotProduct, dotProduct_smul, smul_eq_mul]
      rw [hsym]
      ring
    have e2 : (ψ + t • r) ⬝ᵥ (ψ + t • r) = 1 + 2 * t * (r ⬝ᵥ ψ) + t * t * (r ⬝ᵥ r) := by
      simp only [add_dotProduct, dotProduct_add, smul_dotProduct, dotProduct_smul, smul_eq_mul]
      rw [hψ, dotProduct_comm ψ r]
      ring
    rw [e1, e2] at h
    linear_combination h + 2 * t * hrr
  -- a nonnegative quadratic without constant term has no linear term
  have hd := discrim_le_zero quad
  unfold discrim at hd
  have h2 : (r ⬝ᵥ r) ^ 2 ≤ 0 := by nlinarith
  have h0 : r ⬝ᵥ r = 0 := (pow_eq_zero_iff two_ne_zero).1 (le_antisymm h2 (sq_nonneg _))
  have hz : r = 0 := dotProduct_self_eq_zero.1 h0
  rw [hr] at hz
  exact sub_eq_zero.1 hz
```

The decisive device is Mathlib's `discrim_le_zero`: if \(at^2+bt+c\ge0\) for all \(t\), then \(b^2-4ac\le0\). It does not ask for \(a\ne0\), so the sign or vanishing of the quadratic coefficient needs no case distinction. The statement `quad` is written with `t * t` and a final `+ 0` to match its form. With \(c=0\) and \(b=2\langle r,r\rangle\) it leaves \(4\langle r,r\rangle^2\le0\), and no derivative is taken.

Compactness supplies the minimiser, and `IsLeast` says that the ground energy is both attained and a lower bound.

```lean
/-- Variational principle: for symmetric `H` on a nonempty set of sites, the ground energy is
the attained minimum of the energy over unit vectors. -/
theorem variational_principle [Nonempty n] {H : Matrix n n ℝ} (hH : H.IsSymm) :
    IsLeast (energy H '' {φ : n → ℝ | φ ⬝ᵥ φ = 1}) (groundEnergy H) := by
  have hnorm : Continuous fun φ : n → ℝ => ∑ i, φ i * φ i := by fun_prop
  have hen : Continuous fun φ : n → ℝ => ∑ i, φ i * ∑ j, H i j * φ j := by fun_prop
  have hcont : Continuous (energy H) := hen
  have hclosed : IsClosed {φ : n → ℝ | φ ⬝ᵥ φ = 1} := isClosed_eq hnorm continuous_const
  -- the unit sphere is compact, so a minimiser exists
  have hc : IsCompact {φ : n → ℝ | φ ⬝ᵥ φ = 1} := by
    refine IsCompact.of_isClosed_subset (isCompact_Icc (a := (-1 : n → ℝ)) (b := 1)) hclosed ?_
    intro φ hφ
    have h1 : ∀ i, φ i * φ i ≤ 1 := fun i =>
      (Finset.single_le_sum (f := fun i => φ i * φ i) (fun j _ => mul_self_nonneg (φ j))
        (Finset.mem_univ i)).trans_eq hφ
    constructor
    · intro i
      show (-1 : ℝ) ≤ φ i
      nlinarith [h1 i]
    · intro i
      show φ i ≤ (1 : ℝ)
      nlinarith [h1 i]
  have hne : {φ : n → ℝ | φ ⬝ᵥ φ = 1}.Nonempty := by
    classical
    exact ⟨Pi.single (Classical.arbitrary n) 1, by simp⟩
  obtain ⟨ψ, hψ, hm⟩ := hc.exists_isMinOn hne hcont.continuousOn
  have hψ1 : ψ ⬝ᵥ ψ = 1 := hψ
  have hmin : ∀ φ : n → ℝ, φ ⬝ᵥ φ = 1 → energy H ψ ≤ energy H φ :=
    fun φ hφ => isMinOn_iff.1 hm φ hφ
  -- its energy is the lowest eigenvalue
  have hleast : IsLeast {e | ∃ φ : n → ℝ, φ ≠ 0 ∧ H *ᵥ φ = e • φ} (energy H ψ) := by
    refine ⟨⟨ψ, fun h => by simp [h] at hψ1, eigenvector_of_minimal_energy hH hψ1 hmin⟩, ?_⟩
    rintro e ⟨φ, h0, he⟩
    have hnn : 0 ≤ φ ⬝ᵥ φ := Finset.sum_nonneg fun i _ => mul_self_nonneg (φ i)
    have hs : 0 < φ ⬝ᵥ φ := lt_of_le_of_ne hnn fun h => h0 (dotProduct_self_eq_zero.1 h.symm)
    have h := energy_lower_bound hmin φ
    have h2 : energy H φ = e * (φ ⬝ᵥ φ) := by
      rw [energy, he, dotProduct_smul, smul_eq_mul]
    rw [h2] at h
    exact le_of_mul_le_mul_right h hs
  have hg : groundEnergy H = energy H ψ := hleast.csInf_eq
  rw [hg]
  refine ⟨⟨ψ, hψ, rfl⟩, ?_⟩
  rintro _ ⟨φ, hφ, rfl⟩
  exact hmin φ hφ

/-- The energy of a ground state is the ground energy. -/
theorem IsGroundState.energy_eq {H : Matrix n n ℝ} {ψ : n → ℝ} (h : IsGroundState H ψ) :
    energy H ψ = groundEnergy H := by
  rw [energy, h.2, dotProduct_smul, h.1, smul_eq_mul, mul_one]
```

## Ground states without zeros

Here `habs` is the comparison with the modulus and `hstep` the spreading of a zero to a neighbour. Induction over the chain in `hc.connected i j` carries it to every site.

```lean
/-- A ground state of a symmetric Hamiltonian with connected nonpositive hopping vanishes at
no site. -/
theorem IsGroundState.ne_zero [Nonempty n] {H : Matrix n n ℝ} (hH : H.IsSymm)
    (hc : IsConnectedHopping H) {ψ : n → ℝ} (h : IsGroundState H ψ) (i : n) : ψ i ≠ 0 := by
  have hunit : (fun k => |ψ k|) ⬝ᵥ (fun k => |ψ k|) = 1 := by
    rw [← h.1]
    exact Finset.sum_congr rfl fun k _ => abs_mul_abs_self (ψ k)
  -- taking the modulus does not raise the energy
  have habs : energy H (fun k => |ψ k|) ≤ energy H ψ := by
    simp only [energy, dotProduct, Matrix.mulVec, Finset.mul_sum]
    refine Finset.sum_le_sum fun k _ => Finset.sum_le_sum fun l _ => ?_
    by_cases hkl : k = l
    · subst hkl
      apply le_of_eq
      linear_combination H k k * abs_mul_abs_self (ψ k)
    · have h1 : ψ k * ψ l ≤ |ψ k| * |ψ l| := by
        rw [← abs_mul]
        exact le_abs_self _
      have h2 := mul_le_mul_of_nonpos_left h1 (hc.nonpos k l hkl)
      linarith
  have heig := eigenvector_of_minimal_energy hH hunit fun φ hφ =>
    (habs.trans_eq h.energy_eq).trans ((variational_principle hH).2 ⟨φ, hφ, rfl⟩)
  -- a zero spreads to all neighbouring sites
  have hstep : ∀ k l, ψ k = 0 → H k l ≠ 0 → ψ l = 0 := by
    intro k l hk hkl
    have hsum : ∑ j, H k j * |ψ j| = 0 := by
      have h1 : ∑ j, H k j * |ψ j| = energy H (fun k => |ψ k|) * |ψ k| := congrFun heig k
      rw [h1, hk, abs_zero, mul_zero]
    have hterm : ∀ j ∈ Finset.univ, H k j * |ψ j| ≤ 0 := by
      intro j _
      by_cases hkj : k = j
      · rw [← hkj, hk, abs_zero, mul_zero]
      · exact mul_nonpos_of_nonpos_of_nonneg (hc.nonpos k j hkj) (abs_nonneg _)
    have h2 := (Finset.sum_eq_zero_iff_of_nonpos hterm).1 hsum l (Finset.mem_univ l)
    exact abs_eq_zero.1 ((mul_eq_zero.1 h2).resolve_left hkl)
  intro hi
  have hall : ∀ j, ψ j = 0 := by
    intro j
    induction hc.connected i j with
    | refl => exact hi
    | tail _ hkl ih => exact hstep _ _ ih hkl
  have h1 := h.1
  simp [dotProduct, hall] at h1
```

## The potential and the preparation energy

The bound by the spread of `v` needs symmetry but no condition on hopping.

```lean
/-- If `ψ` is a ground state of `H + diag v` with `H` symmetric and `m ≤ v ≤ M` at every site,
then the preparation energy of the fragment is at most `M - m`. -/
theorem preparation_le_spread [DecidableEq n] [Nonempty n] {H : Matrix n n ℝ} (hH : H.IsSymm)
    {v ψ : n → ℝ} (h : IsGroundState (H + diagonal v) ψ) {m M : ℝ}
    (hv : ∀ i, m ≤ v i ∧ v i ≤ M) :
    energy H ψ - groundEnergy H ≤ M - m := by
  have hsplit : ∀ φ : n → ℝ,
      energy (H + diagonal v) φ = energy H φ + ∑ i, v i * (φ i * φ i) := by
    intro φ
    have hd : φ ⬝ᵥ diagonal v *ᵥ φ = ∑ i, v i * (φ i * φ i) := by
      simp only [dotProduct, Matrix.mulVec_diagonal]
      exact Finset.sum_congr rfl fun i _ => by ring
    rw [energy, Matrix.add_mulVec, dotProduct_add, hd, energy]
  have hconst : ∀ (c : ℝ) (φ : n → ℝ), φ ⬝ᵥ φ = 1 → ∑ i, c * (φ i * φ i) = c := by
    intro c φ hφ
    have h1 : ∑ i, φ i * φ i = 1 := hφ
    rw [← Finset.mul_sum, h1, mul_one]
  -- compare with the ground state of the isolated fragment
  obtain ⟨φ, hφ, hE⟩ := (variational_principle hH).1
  have h1 := (variational_principle (hH.add (Matrix.isSymm_diagonal v))).2 ⟨φ, hφ, rfl⟩
  rw [← h.energy_eq, hsplit, hsplit] at h1
  have hup : ∑ i, v i * (φ i * φ i) ≤ M :=
    (Finset.sum_le_sum fun i _ =>
      mul_le_mul_of_nonneg_right (hv i).2 (mul_self_nonneg (φ i))).trans_eq (hconst M φ hφ)
  have hlow : m ≤ ∑ i, v i * (ψ i * ψ i) :=
    (hconst m ψ h.1).symm.trans_le (Finset.sum_le_sum fun i _ =>
      mul_le_mul_of_nonneg_right (hv i).1 (mul_self_nonneg (ψ i)))
  linarith
```

In the main theorem, `hc` asks for at least one fragment with connected nonpositive hopping; the others need only be symmetric. Only the step from equality to a constant potential uses `hc`; the inequality follows for each symmetric fragment from `variational_principle`. `Finset.sum_eq_sum_iff_of_le` turns equality of the sums into equality for each fragment, and the converse uses the spread bound with `m` and `M` both equal to `c`.

```lean
/-- Symmetric fragments, at least one with connected nonpositive hopping, are in ground states of
`H a + diag v`. Their summed energies for `H a` alone, without the potential term, are at least the
summed ground energies of the isolated fragments, with equality exactly when `v` is constant. -/
theorem preparation_energy_nonneg_and_eq_iff [DecidableEq n] [Nonempty n]
    {H : ι → Matrix n n ℝ} (hH : ∀ a, (H a).IsSymm) (hc : ∃ a, IsConnectedHopping (H a)) {v : n → ℝ}
    {ψ : ι → n → ℝ} (hψ : ∀ a, IsGroundState (H a + diagonal v) (ψ a)) :
    ∑ a, groundEnergy (H a) ≤ ∑ a, energy (H a) (ψ a) ∧
      (∑ a, energy (H a) (ψ a) = ∑ a, groundEnergy (H a) ↔ ∃ c, ∀ i, v i = c) := by
  have hle : ∀ a, groundEnergy (H a) ≤ energy (H a) (ψ a) := fun a =>
    (variational_principle (hH a)).2 ⟨ψ a, (hψ a).1, rfl⟩
  refine ⟨Finset.sum_le_sum fun a _ => hle a, ?_, ?_⟩
  · intro heq
    obtain ⟨a, ha⟩ := hc
    have hE : groundEnergy (H a) = energy (H a) (ψ a) :=
      (Finset.sum_eq_sum_iff_of_le fun a _ => hle a).1 heq.symm a (Finset.mem_univ a)
    -- the state is an eigenvector with and without the potential
    have heig : H a *ᵥ ψ a = groundEnergy (H a) • ψ a := by
      rw [hE]
      exact eigenvector_of_minimal_energy (hH a) (hψ a).1 fun φ hφ =>
        hE.symm.trans_le ((variational_principle (hH a)).2 ⟨φ, hφ, rfl⟩)
    have hg : IsGroundState (H a) (ψ a) := ⟨(hψ a).1, heig⟩
    refine ⟨groundEnergy (H a + diagonal v) - groundEnergy (H a), fun i => ?_⟩
    have h1 := congrFun (hψ a).2 i
    have h2 := congrFun heig i
    simp only [Matrix.add_mulVec, Pi.add_apply, Matrix.mulVec_diagonal, Pi.smul_apply,
      smul_eq_mul] at h1 h2
    apply mul_right_cancel₀ (hg.ne_zero (hH a) ha i)
    linear_combination h1 - h2
  · rintro ⟨c, hv⟩
    refine le_antisymm (Finset.sum_le_sum fun a _ => ?_) (Finset.sum_le_sum fun a _ => hle a)
    have h := preparation_le_spread (hH a) (hψ a) (m := c) (M := c)
      fun i => ⟨(hv i).ge, (hv i).le⟩
    linarith
```

The potential `v` is arbitrary: the theorem does not require the fragment densities to add up to a molecular density, as partition theory does. Interacting electrons and fractional occupations lie beyond this model. Within it, a clearly negative computed preparation energy for a normalised state signals an error: either the isolated-fragment reference is not the lowest eigenvalue of the same matrix \(H_a\), or the expectation value is wrong.

Nonpositive hopping alone does not suffice for the equality statement. With two uncoupled sites, a ground state on the first is unaffected by a potential that only raises the second.

```lean
/-- Two sites without hopping, with site energies 0 and 1: the potential `(0, 1)` is not
constant, yet the state on the first site is a ground state with it and has zero preparation
energy. -/
theorem disconnected_counterexample :
    IsGroundState ((!![0, 0; 0, 1] : Matrix (Fin 2) (Fin 2) ℝ) + diagonal ![0, 1]) ![1, 0] ∧
      energy (!![0, 0; 0, 1] : Matrix (Fin 2) (Fin 2) ℝ) ![1, 0]
        = groundEnergy (!![0, 0; 0, 1] : Matrix (Fin 2) (Fin 2) ℝ) := by
  have key : ∀ d : ℝ, 0 ≤ d → groundEnergy (!![0, 0; 0, d] : Matrix (Fin 2) (Fin 2) ℝ) = 0 := by
    intro d hd
    have hs : (!![0, 0; 0, d] : Matrix (Fin 2) (Fin 2) ℝ).IsSymm :=
      Matrix.IsSymm.ext fun i j => by fin_cases i <;> fin_cases j <;> simp
    refine (variational_principle hs).unique ⟨⟨![1, 0], ?_, ?_⟩, ?_⟩
    · simp [dotProduct, Fin.sum_univ_two]
    · simp [energy, dotProduct, Matrix.mulVec, Fin.sum_univ_two]
    · rintro _ ⟨φ, _, rfl⟩
      have h : energy (!![0, 0; 0, d] : Matrix (Fin 2) (Fin 2) ℝ) φ = d * φ 1 ^ 2 := by
        simp [energy, dotProduct, Matrix.mulVec, Fin.sum_univ_two]
        ring
      rw [h]
      positivity
  have hsum : (!![0, 0; 0, 1] : Matrix (Fin 2) (Fin 2) ℝ) + diagonal ![0, 1]
      = !![0, 0; 0, 2] := by
    ext i j
    fin_cases i <;> fin_cases j <;> norm_num [Matrix.diagonal]
  refine ⟨⟨by simp [dotProduct, Fin.sum_univ_two], ?_⟩, ?_⟩
  · rw [hsum, key 2 (by norm_num)]
    ext i
    fin_cases i <;> simp [Matrix.mulVec, dotProduct, Fin.sum_univ_two]
  · rw [key 1 (by norm_num)]
    simp [energy, dotProduct, Matrix.mulVec, Fin.sum_univ_two]

end PartitionPreparationEnergy
```

```lean
#print axioms PartitionPreparationEnergy.preparation_energy_nonneg_and_eq_iff
-- 'PartitionPreparationEnergy.preparation_energy_nonneg_and_eq_iff' depends on axioms: [propext, Classical.choice, Quot.sound]
#print axioms PartitionPreparationEnergy.disconnected_counterexample
-- 'PartitionPreparationEnergy.disconnected_counterexample' depends on axioms: [propext, Classical.choice, Quot.sound]
```
